# In a p shell, the orbital tensor of the dipolar coupling is traceless and contracts with ℓ to −ℓ

For a single p shell, the orbital angular momentum is given by three 3×3 matrices ℓ_i in the basis p_x, p_y, p_z, with ħ = 1. The orbital tensor of the dipolar coupling is Q_ij = (4/5) δ_ij − (3/5)(ℓ_i ℓ_j + ℓ_j ℓ_i), so each Q_ij is itself a 3×3 matrix. The theorem states that Σ_i Q_ii = 0, a trace over the Cartesian indices, and that Σ_i Q_ij ℓ_i = −ℓ_j for every j. The proof first writes the entries of ℓ_i ℓ_j, and from them those of Q_ij, in terms of Kronecker deltas, and then checks both identities entry by entry.

The failing Lean file:

```lean
import Mathlib

open Matrix
open scoped Kronecker

namespace QuadContractions

noncomputable section

/-- The spin-one matrices in the Cartesian basis `p_x, p_y, p_z`. -/
def ell : Fin 3 → Matrix (Fin 3) (Fin 3) ℂ :=
  ![!![0, 0, 0; 0, 0, -Complex.I; 0, Complex.I, 0],
    !![0, 0, Complex.I; 0, 0, 0; -Complex.I, 0, 0],
    !![0, -Complex.I, 0; Complex.I, 0, 0; 0, 0, 0]]

/-- The orbital tensor `(4/5) δ_ij - (3/5) (ℓ_i ℓ_j + ℓ_j ℓ_i)` of the dipolar coupling. -/
def quad (i j : Fin 3) : Matrix (Fin 3) (Fin 3) ℂ :=
  (if i = j then (4 / 5 : ℂ) else 0) • 1 - (3 / 5 : ℂ) • (ell i * ell j + ell j * ell i)

/-- The orbital tensor is traceless, and its contraction with the orbital angular momentum
gives back minus the angular momentum. -/
theorem quad_contractions :
    ∑ i, quad i i = 0 ∧ ∀ j, ∑ i, quad i j * ell i = -ell j := by
  -- products of spin-one matrices in the Cartesian basis
  have hm : ∀ i j a b, (ell i * ell j) a b =
      (if i = j ∧ a = b then 1 else 0) - (if i = b ∧ j = a then 1 else 0) := by
    intro i j a b
    fin_cases i <;> fin_cases j <;> fin_cases a <;> fin_cases b <;>
      simp [ell, Matrix.mul_apply, Fin.sum_univ_three]
  have hq : ∀ i j a b, quad i j a b = -(2 / 5) * (if i = j ∧ a = b then 1 else 0)
      + 3 / 5 * ((if i = b ∧ j = a then 1 else 0) + (if j = b ∧ i = a then 1 else 0)) := by
    intro i j a b
    simp only [quad, Matrix.sub_apply, Matrix.smul_apply, Matrix.add_apply, hm,
      Matrix.one_apply, smul_eq_mul]
    by_cases h : i = j <;> by_cases h' : a = b <;> simp [h, h', Ne.symm h] <;> ring
  constructor
  · ext a b
    fin_cases a <;> fin_cases b <;>
      simp [Matrix.sum_apply, hq, Fin.sum_univ_three] <;> norm_num
  · intro j
    ext a b
    fin_cases j <;> fin_cases a <;> fin_cases b <;>
      simp [Matrix.sum_apply, Matrix.mul_apply, hq, ell, Fin.sum_univ_three] <;> ring

end

end QuadContractions
```

Messages:

```
Main.lean:35:72: error: Application type mismatch: The argument
  h
has type
  i = j
but is expected to have type
  ?m.14456 ≠ ?m.14457
in the application
  Ne.symm h
Main.lean:35:72: error: Application type mismatch: The argument
  h
has type
  i = j
but is expected to have type
  ?m.14457 ≠ ?m.14458
in the application
  Ne.symm h
```

Diagnosis. Both errors come from the proof of `hq`, the formula for the entries of Q_ij. There `by_cases h : i = j` makes `h` a proof of `i = j` in one case and of its negation in the other. The combinator `<;>` runs the same `simp` call in all four cases, and that call contains `Ne.symm h`, which makes sense only if `h` is an inequality. In the two cases with `i = j`, one for `a = b` and one for `a ≠ b`, the term is ill-typed, hence two identical complaints.

The repair gives each case its own `simp only` call. When `i = j`, `rfl` substitutes the equality and no reversed inequality is mentioned. When `i ≠ j`, `h.symm` is well-typed, and it is useful because the product `ell j * ell i` brings in the condition `j = i`. The split on `a = b` is now made only when `i = j`, since for `i ≠ j` the conditions that pair `a = b` with `i = j` or `j = i` are already false. Nothing in the messages shows that the change from `simp` to `simp only` was needed.

The repair, with which the file compiles:

```diff
@@ -33,5 +33,12 @@
     simp only [quad, Matrix.sub_apply, Matrix.smul_apply, Matrix.add_apply, hm,
       Matrix.one_apply, smul_eq_mul]
-    by_cases h : i = j <;> by_cases h' : a = b <;> simp [h, h', Ne.symm h] <;> ring
+    rcases eq_or_ne i j with rfl | h
+    · rcases eq_or_ne a b with rfl | h'
+      · simp only [and_self, if_true]
+        ring
+      · simp only [h', and_false, if_false]
+        ring
+    · simp only [h, h.symm, false_and, if_false]
+      ring
   constructor
   · ext a b
```
